# A variational energy minimiser on a lattice can violate stationary current continuity

A: On a finite lattice with Hamiltonian matrix $H$, the current divergence of a state $\psi$ at site $j$ is
$$D_j=\sum_k 2\,\mathrm{Im}(\psi_j^*H_{jk}\psi_k)=2\,\mathrm{Im}(\psi_j^*r_j),\qquad r=(H-E)\psi,$$
for every real $E$. It therefore vanishes at every site when $\psi$ is an eigenvector with eigenvalue $E$. It need not vanish when $\psi$ only minimises the energy over a restricted trial space: a two-dimensional subspace of $\mathbb C^3$ already contains a minimiser, the unnormalised vector $(1,1,1)$, with divergences $0,2,-2$.

Q: Why should I accept that sum as a current divergence? I see no gradient and no vector potential.

A: Take $\hbar=1$ and let $\psi$ evolve by $i\dot\psi=H\psi$. Then
$$\frac{d}{dt}|\psi_j|^2=2\,\mathrm{Re}\big(\psi_j^*(-i)(H\psi)_j\big)=2\,\mathrm{Im}\big(\psi_j^*(H\psi)_j\big)=D_j .$$
For Hermitian $H$, the term with index $k$ changes sign when $j$ and $k$ are exchanged, so it is the probability current from $k$ to $j$. With this sign, $D_j$ is the net inflow, the negative of the usual divergence, which counts outflow as positive. The balance above holds for every $\psi$; "continuity" below means the stationary condition $D_j=0$, which a state with constant site probabilities must satisfy. A magnetic field enters through the complex phases of the hopping elements $H_{jk}$.

The sites form an arbitrary finite type `n`, and a state is a function `n → ℂ` of amplitudes in an orthonormal site basis.

```lean
import Mathlib

open Matrix

namespace VariationalCurrentDivergence

noncomputable section

variable {n : Type*} [Fintype n]

/-- The current divergence at site `j`, with the sign that counts inflow as positive: the sum over
`k` of `2 Im(ψ_j* H_jk ψ_k)`. -/
def divergence (H : Matrix n n ℂ) (ψ : n → ℂ) (j : n) : ℝ :=
  ∑ k, 2 * (star (ψ j) * H j k * ψ k).im
```

Q: And the energy? Variational theory uses a normalised expectation value.

A: The file keeps numerator and denominator apart. `energy` is $\mathrm{Re}\langle\psi,H\psi\rangle$ and `weight` is $\langle\psi,\psi\rangle$, with the first argument conjugated. The residual takes a real number `E`, which at this point need not be an eigenvalue.

```lean
/-- The residual `(H - E) ψ` of the stationary Schrödinger equation. -/
def residual (H : Matrix n n ℂ) (E : ℝ) (ψ : n → ℂ) : n → ℂ :=
  H *ᵥ ψ - (E : ℂ) • ψ

/-- The energy form, the real part of `⟨ψ, H ψ⟩`, without normalisation. -/
def energy (H : Matrix n n ℂ) (ψ : n → ℂ) : ℝ := (star ψ ⬝ᵥ H *ᵥ ψ).re

/-- The squared norm `⟨ψ, ψ⟩`. -/
def weight (ψ : n → ℂ) : ℝ := (star ψ ⬝ᵥ ψ).re
```

Q: Then what does "minimiser" mean for unnormalised vectors?

A: A nonzero $\psi$ in the trial space $V$ whose energy is $E\langle\psi,\psi\rangle$, while every $\varphi\in V$ has energy at least $E\langle\varphi,\varphi\rangle$. Dividing by the squared norms gives the usual statement: $E$ is the lowest expectation value on $V$, and $\psi$ attains it. `V` is a complex linear subspace, like the span of a fixed basis set.

```lean
/-- `ψ` is a nonzero state of the trial space `V` with energy `E` per unit squared norm,
and no state of `V` has a lower one. -/
def IsMinimiser (H : Matrix n n ℂ) (V : Submodule ℂ (n → ℂ)) (E : ℝ) (ψ : n → ℂ) : Prop :=
  ψ ∈ V ∧ ψ ≠ 0 ∧ energy H ψ = E * weight ψ ∧ ∀ φ ∈ V, E * weight φ ≤ energy H φ
```

Q: Your first identity holds for any real $E$. That looks suspicious, since the residual depends on $E$.

A: Its dependence on $E$ is invisible to the imaginary part:
$$\psi_j^*r_j=\sum_k\psi_j^*H_{jk}\psi_k-E|\psi_j|^2,$$
and the last term is real. Taking twice the imaginary part gives $D_j$. In the proof, `h0` is the reality of $E|\psi_j|^2$, and the remaining lines expand the matrix product. Hermiticity is not used.

```lean
/-- The current divergence at a site is `2 Im(ψ_j* r_j)`, with `r` the residual at any
real energy `E`. -/
theorem divergence_eq_residual (H : Matrix n n ℂ) (E : ℝ) (ψ : n → ℂ) (j : n) :
    divergence H ψ j = 2 * (star (ψ j) * residual H E ψ j).im := by
  -- a real energy shift carries no current
  have h0 : (star (ψ j) * ((E : ℂ) * ψ j)).im = 0 := by
    simp only [Complex.star_def, Complex.mul_im, Complex.mul_re, Complex.conj_re,
      Complex.conj_im, Complex.ofReal_re, Complex.ofReal_im]
    ring
  simp only [divergence, residual, Pi.sub_apply, Pi.smul_apply, smul_eq_mul, mul_sub,
    Complex.sub_im, h0, sub_zero]
  simp only [mulVec, dotProduct, Finset.mul_sum, Complex.im_sum, mul_assoc]
```

Q: Suppose an approximate state has a small but nonzero residual. Does the identity say anything then?

A: It gives $|D_j|\le 2|\psi_j||r_j|$. Summing over sites and applying Cauchy–Schwarz,
$$\Big(\sum_j|D_j|\Big)^2\le 4\,\|\psi\|^2\,\|r\|^2 .$$
For a normalised state the summed absolute divergence is at most $2\|r\|$. In the proof, `h1` is the sitewise estimate after summation, `h2` is Cauchy–Schwarz, and `h3` squares the first.

```lean
/-- The summed absolute divergence is at most twice the norm of the state times the norm
of the residual (stated for the squares). -/
theorem sum_abs_divergence_sq_le (H : Matrix n n ℂ) (E : ℝ) (ψ : n → ℂ) :
    (∑ j, |divergence H ψ j|) ^ 2 ≤
      4 * ((∑ j, ‖ψ j‖ ^ 2) * ∑ j, ‖residual H E ψ j‖ ^ 2) := by
  have h1 : ∑ j, |divergence H ψ j| ≤ 2 * ∑ j, ‖ψ j‖ * ‖residual H E ψ j‖ := by
    rw [Finset.mul_sum]
    refine Finset.sum_le_sum fun j _ => ?_
    have h := Complex.abs_im_le_norm (star (ψ j) * residual H E ψ j)
    rw [norm_mul, norm_star] at h
    rw [divergence_eq_residual H E, abs_mul, abs_two]
    linarith
  have h2 := Finset.sum_mul_sq_le_sq_mul_sq Finset.univ
    (fun j => ‖ψ j‖) (fun j => ‖residual H E ψ j‖)
  have h3 := pow_le_pow_left₀ (Finset.sum_nonneg fun j _ => abs_nonneg _) h1 2
  rw [mul_pow] at h3
  linarith
```

Q: A minimiser is stationary, though. Shouldn't stationarity already force continuity?

A: Only against variations that stay in $V$. To see what that yields, first expand the energy along $\psi+tv$ with real $t$. The cross terms are $t\,\mathrm{Re}\langle\psi,Hv\rangle$ and $t\,\mathrm{Re}\langle v,H\psi\rangle$. For Hermitian $H$ they are equal, so
$$\mathcal E(\psi+tv)=\mathcal E(\psi)+2t\,\mathrm{Re}\langle v,H\psi\rangle+t^2\mathcal E(v),$$
where $\mathcal E$ denotes `energy`. The step `h` proves the equality of the cross terms by swapping the two sums and using $H_{ij}=H_{ji}^*$.

```lean
/-- For a Hermitian `H`, the energy form along a real line `ψ + t v` is a quadratic
polynomial in `t` with linear coefficient `2 Re⟨v, H ψ⟩`. -/
theorem energy_along_line {H : Matrix n n ℂ} (hH : H.IsHermitian) (ψ v : n → ℂ) (t : ℝ) :
    energy H (ψ + (t : ℂ) • v) =
      energy H ψ + 2 * t * (star v ⬝ᵥ H *ᵥ ψ).re + t ^ 2 * energy H v := by
  -- Hermiticity makes the two cross terms equal
  have h : (star ψ ⬝ᵥ H *ᵥ v).re = (star v ⬝ᵥ H *ᵥ ψ).re := by
    simp only [dotProduct, mulVec, Finset.mul_sum, Complex.re_sum]
    rw [Finset.sum_comm]
    refine Finset.sum_congr rfl fun i _ => Finset.sum_congr rfl fun j _ => ?_
    have hij : H i j = star (H j i) := (hH.apply i j).symm
    rw [hij]
    simp only [Pi.star_apply, Complex.star_def, Complex.mul_re, Complex.mul_im,
      Complex.conj_re, Complex.conj_im]
    ring
  simp only [energy, star_add, star_smul, mulVec_add, mulVec_smul, add_dotProduct,
    dotProduct_add, smul_dotProduct, dotProduct_smul, smul_eq_mul, Complex.add_re,
    Complex.star_def, Complex.conj_ofReal, Complex.re_ofReal_mul]
  linear_combination t * h
```

Now let $v\in V$, and set $c=\mathrm{Re}\langle v,r\rangle$ and $q=\mathcal E(v)-E\langle v,v\rangle$. Minimality gives $q\ge0$. Apply it also to $\psi-sv$, with $s$ real. The zeroth-order terms cancel because $\mathcal E(\psi)=E\langle\psi,\psi\rangle$, leaving
$$0\le-2sc+s^2q .$$
Choose $s=c/(q+1)$, so that $c=s(q+1)$. The right side becomes $-s^2(q+2)$, which forces $s=0$ and hence $c=0$. The Lean proof takes this same step instead of differentiating. It obtains the expansion of the squared norm, `hw`, from the previous theorem with the identity matrix as Hamiltonian.

```lean
/-- At a variational minimiser of a Hermitian `H`, the real part of the overlap of the
residual with every trial state vanishes. -/
theorem residual_stationary {H : Matrix n n ℂ} (hH : H.IsHermitian)
    {V : Submodule ℂ (n → ℂ)} {E : ℝ} {ψ : n → ℂ} (hmin : IsMinimiser H V E ψ)
    {v : n → ℂ} (hv : v ∈ V) : (star v ⬝ᵥ residual H E ψ).re = 0 := by
  classical
  obtain ⟨hψ, -, hE, hle⟩ := hmin
  have hc : (star v ⬝ᵥ residual H E ψ).re =
      (star v ⬝ᵥ H *ᵥ ψ).re - E * (star v ⬝ᵥ ψ).re := by
    simp only [residual, dotProduct_sub, dotProduct_smul, smul_eq_mul, Complex.sub_re,
      Complex.re_ofReal_mul]
  have hq : 0 ≤ energy H v - E * weight v := sub_nonneg.2 (hle v hv)
  set c := (star v ⬝ᵥ residual H E ψ).re
  set q := energy H v - E * weight v with hqdef
  -- the step along `v` that would bring the energy per squared norm below `E` if `c` were nonzero
  obtain ⟨s, hs⟩ : ∃ s : ℝ, c = s * (q + 1) :=
    ⟨c / (q + 1), by rw [div_mul_cancel₀]; linarith⟩
  have h1 := hle _ (V.add_mem hψ (V.smul_mem ((-s : ℝ) : ℂ) hv))
  have hw : weight (ψ + ((-s : ℝ) : ℂ) • v) =
      weight ψ + 2 * (-s) * (star v ⬝ᵥ ψ).re + (-s) ^ 2 * weight v := by
    have h := energy_along_line (Matrix.isHermitian_one (n := n) (α := ℂ)) ψ v (-s)
    simp only [energy, one_mulVec] at h
    exact h
  rw [energy_along_line hH, hw, hE] at h1
  have h2 : 0 ≤ -2 * s * c + s ^ 2 * q := by
    rw [hc, hqdef]
    linarith
  rw [hs] at h2
  have h3 : s ^ 2 = 0 := by
    nlinarith [mul_nonneg (sq_nonneg s) hq, sq_nonneg s]
  have h4 : s = 0 := pow_eq_zero_iff (two_ne_zero) |>.1 h3
  rw [hs, h4, zero_mul]
```

Q: So the residual is orthogonal to the trial space. Where is the current in that?

A: In a local phase change. Let $f$ be a real function of the site. Replacing $\psi_j$ by $e^{i\epsilon f_j}\psi_j$ changes the state to first order by $\epsilon v$, with $v_j=if_j\psi_j$. If $f\psi$ lies in $V$, so does $v$, and
$$0=2\,\mathrm{Re}\langle v,r\rangle=2\sum_j\mathrm{Re}(-if_j\psi_j^*r_j)=\sum_jf_j\,2\,\mathrm{Im}(\psi_j^*r_j)=\sum_jf_jD_j .$$
Thus an average of the divergence vanishes whenever the trial space contains the corresponding gauge variation. If $V$ is the whole space, $f$ may single out one site, and continuity holds there. In the code, `h` is the stationarity condition for this $v$, and `key` is the chain of equalities.

```lean
/-- For a variational minimiser `ψ` of a Hermitian `H`, the divergence averaged with a real
site function `f` vanishes whenever the trial space contains `f ψ`. -/
theorem weighted_divergence_eq_zero {H : Matrix n n ℂ} (hH : H.IsHermitian)
    {V : Submodule ℂ (n → ℂ)} {E : ℝ} {ψ : n → ℂ} (hmin : IsMinimiser H V E ψ)
    (f : n → ℝ) (hf : (fun j => (f j : ℂ) * ψ j) ∈ V) :
    ∑ j, f j * divergence H ψ j = 0 := by
  -- vary the state by the infinitesimal gauge change `i f ψ`
  have h := residual_stationary hH hmin (V.smul_mem Complex.I hf)
  have key : ∑ j, f j * divergence H ψ j =
      2 * (star (Complex.I • fun j => (f j : ℂ) * ψ j) ⬝ᵥ residual H E ψ).re := by
    simp only [dotProduct, Complex.re_sum, Finset.mul_sum]
    refine Finset.sum_congr rfl fun j _ => ?_
    rw [divergence_eq_residual H E]
    simp only [Pi.star_apply, Pi.smul_apply, smul_eq_mul, Complex.star_def, map_mul,
      Complex.conj_I, Complex.conj_ofReal, Complex.mul_re, Complex.mul_im, Complex.neg_re,
      Complex.neg_im, Complex.I_re, Complex.I_im, Complex.ofReal_re, Complex.ofReal_im,
      Complex.conj_re, Complex.conj_im]
    ring
  rw [key, h, mul_zero]
```

Q: That is a sufficient condition. Show me a case where continuity actually fails.

A: Take three sites, numbered 0, 1, 2 as in Lean, with
$$H=\begin{pmatrix}1&-1&-1\\-1&0&i\\-1&-i&0\end{pmatrix}.$$
The product $H_{01}H_{12}H_{20}=i$ is not real, so no choice of site phases makes all the hoppings real: the ring encloses magnetic flux. The trial vectors are $(a,b,b)$, which ties sites 1 and 2 together.

```lean
/-- A three-site ring Hamiltonian with one imaginary hopping amplitude. -/
def ringH : Matrix (Fin 3) (Fin 3) ℂ :=
  !![1, -1, -1; -1, 0, Complex.I; -1, -Complex.I, 0]

/-- The trial space spanned by `(1,0,0)` and `(0,1,1)`. -/
def trialSpace : Submodule ℂ (Fin 3 → ℂ) :=
  Submodule.span ℂ {![1, 0, 0], ![0, 1, 1]}
```

The two spanning vectors are linearly independent, as coordinates 0 and 1 show, so the dimension is two.

```lean
/-- The trial space has dimension two. -/
theorem finrank_trialSpace : Module.finrank ℂ trialSpace = 2 := by
  have hli : LinearIndependent ℂ ![(![1, 0, 0] : Fin 3 → ℂ), ![0, 1, 1]] := by
    refine LinearIndependent.pair_iff.2 fun s t h => ?_
    have h0 := congrFun h 0
    have h1 := congrFun h 1
    simp at h0 h1
    exact ⟨h0, h1⟩
  have h := finrank_span_eq_card hli
  rw [Matrix.range_cons, Matrix.range_cons, Matrix.range_empty, Set.union_empty,
    Set.singleton_union, Fintype.card_fin] at h
  exact h
```

Q: Work it through with numbers.

A: For a trial vector the two imaginary hopping terms cancel, and
$$\mathcal E=|a|^2-4\,\mathrm{Re}(a^*b),\qquad \langle\varphi,\varphi\rangle=|a|^2+2|b|^2 .$$
Their sum is $2|a-b|^2\ge0$, so the expectation value is never below $-1$, and it equals $-1$ at $a=b=1$. For $\psi=(1,1,1)$,
$$H\psi=(-1,\,-1+i,\,-1-i),\qquad r=H\psi+\psi=(0,\,i,\,-i),$$
so $D=(0,2,-2)$. For the normalised state $\psi/\sqrt3$ the divergences are $0,\tfrac23,-\tfrac23$. The earlier bound reads $4^2=16\le4\cdot3\cdot2=24$. The averages that must vanish are those with $f_1=f_2$, and they do, since $2f_1-2f_2=0$.

The theorem's parts are checked in the same order: Hermiticity entry by entry, membership with coefficients $1,1$, nonvanishing, the energy value, the lower bound from the squares of the real and imaginary parts of $a-b$, and the two nonzero divergences.

```lean
/-- The state `(1,1,1)` minimises the energy of the Hermitian ring Hamiltonian over the trial
space, with `E = -1`, and has divergence `2` and `-2` at the last two sites. -/
theorem minimiser_with_divergence :
    ringH.IsHermitian ∧ IsMinimiser ringH trialSpace (-1) ![1, 1, 1] ∧
      divergence ringH ![1, 1, 1] 1 = 2 ∧ divergence ringH ![1, 1, 1] 2 = -2 := by
  refine ⟨Matrix.IsHermitian.ext fun i j => ?_, ⟨?_, ?_, ?_, ?_⟩, ?_, ?_⟩
  · fin_cases i <;> fin_cases j <;> simp [ringH]
  · refine Submodule.mem_span_pair.2 ⟨1, 1, ?_⟩
    ext i
    fin_cases i <;> simp
  · intro h
    simpa using congrFun h 0
  · simp [energy, weight, ringH, dotProduct, mulVec, Fin.sum_univ_succ]
    try norm_num
  · intro φ hφ
    obtain ⟨a, b, rfl⟩ := Submodule.mem_span_pair.1 hφ
    -- energy plus squared norm equals `2 |a - b|²`
    simp [energy, weight, ringH, dotProduct, mulVec, Fin.sum_univ_succ]
    nlinarith [sq_nonneg (a.re - b.re), sq_nonneg (a.im - b.im)]
  · simp [divergence, ringH, Fin.sum_univ_succ]
  · simp [divergence, ringH, Fin.sum_univ_succ]

end

end VariationalCurrentDivergence
```

```lean
#print axioms VariationalCurrentDivergence.sum_abs_divergence_sq_le
#print axioms VariationalCurrentDivergence.weighted_divergence_eq_zero
#print axioms VariationalCurrentDivergence.finrank_trialSpace
#print axioms VariationalCurrentDivergence.minimiser_with_divergence
```

```
'VariationalCurrentDivergence.sum_abs_divergence_sq_le' depends on axioms: [propext, Classical.choice, Quot.sound]
'VariationalCurrentDivergence.weighted_divergence_eq_zero' depends on axioms: [propext, Classical.choice, Quot.sound]
'VariationalCurrentDivergence.finrank_trialSpace' depends on axioms: [propext, Classical.choice, Quot.sound]
'VariationalCurrentDivergence.minimiser_with_divergence' depends on axioms: [propext, Classical.choice, Quot.sound]
```

Q: Would a different definition of the variational state have changed the conclusion?

A: The definition could have required stationarity, $\mathrm{Re}\langle v,r\rangle=0$ for all $v\in V$, in place of minimality. That would also admit excited states obtained by diagonalising $H$ within $V$. The gauge argument would carry over directly, without the quadratic expansion, but the link from lowest energy to stationarity would then need its own theorem.

Q: And what does this tell me about NMR shieldings computed with gauge-including atomic orbitals (GIAOs)?

A: It shows, for one particle on a finite lattice with a fixed trial space, that fully minimising the energy in an incomplete basis does not by itself secure a conserved current. The same concern arises for magnetically induced currents in finite-basis electronic-structure calculations. Field-dependent orbitals, electron interaction and the shielding tensor are all absent from the model, so it gives no estimate of the error in a GIAO calculation.
